# The centroid of the \(M\to M+1\) Zeeman components as an effective g-factor

Level 1 has angular momentum \(J=n/2\), with \(n\) a natural number, and g-factor \(g_1\); level 2 has \(J_2\) and \(g_2\).

```lean
import Mathlib

namespace ZeemanCentroid

noncomputable section
```

The type `Branch` lists the three dipole-allowed values of \(J_2\), and `finalJ` returns the value.

```lean
/-- The three dipole-allowed changes of angular momentum: `J2 = J + 1`, `J2 = J`, `J2 = J - 1`. -/
inductive Branch
  | up
  | same
  | down

/-- The angular momentum `J2` of the second level, given `J` of the first. -/
def finalJ : Branch → ℝ → ℝ
  | .up, J => J + 1
  | .same, J => J
  | .down, J => J - 1
```

The line needs \(J\ge 0\), \(\tfrac12\) or \(1\) for `up`, `same` or `down`. These bounds are stored as values of \(2J\).

```lean
/-- The least value of `2J` for which the line exists. -/
def minTwoJ : Branch → ℕ
  | .up => 0
  | .same => 1
  | .down => 2
```

The sublevels of level 1 are \(M=k-n/2\) with \(k=0,\dots,n\).

```lean
/-- The magnetic quantum number `M = k - J` of the `k`-th sublevel of a level with `J = n/2`. -/
def magnetic (n k : ℕ) : ℝ := (k : ℝ) - (n : ℝ) / 2
```

The relative strengths \(w(M)\) are assumed, not derived. They stand for the \(M\)-dependence of the squared dipole matrix elements; factors common to a line cancel in the mean.

```lean
/-- The relative strength of the Zeeman component `M → M + 1`. -/
def strength : Branch → ℝ → ℝ → ℝ
  | .up, J, M => (J + M + 1) * (J + M + 2)
  | .same, J, M => (J - M) * (J + M + 1)
  | .down, J, M => (J - M) * (J - M - 1)
```

The centroid \(C_+\) is the mean of the shifts \(g_2(M+1)-g_1M\), weighted by \(w(M)\), with equally populated sublevels and energies linear in the field. The shift is the Zeeman energy of the sublevel \(M+1\) of level 2 minus that of the sublevel \(M\) of level 1, in units of the Bohr magneton times the field.

```lean
/-- The strength-weighted mean shift of the components `M → M + 1`, for `J = n/2`,
in units of the Bohr magneton times the field. -/
def centroidPlus (b : Branch) (n : ℕ) (g1 g2 : ℝ) : ℝ :=
  (∑ k ∈ Finset.range (n + 1), strength b ((n : ℝ) / 2) (magnetic n k) *
    (g2 * (magnetic n k + 1) - g1 * magnetic n k)) /
  ∑ k ∈ Finset.range (n + 1), strength b ((n : ℝ) / 2) (magnetic n k)
```

For \(M\to M-1\), the centroid \(C_-\) uses the weights \(w(-M)\).

```lean
/-- The weighted mean shift of the components `M → M - 1`, whose strengths are those of
`-M → -M + 1`. -/
def centroidMinus (b : Branch) (n : ℕ) (g1 g2 : ℝ) : ℝ :=
  (∑ k ∈ Finset.range (n + 1), strength b ((n : ℝ) / 2) (-magnetic n k) *
    (g2 * (magnetic n k - 1) - g1 * magnetic n k)) /
  ∑ k ∈ Finset.range (n + 1), strength b ((n : ℝ) / 2) (-magnetic n k)
```

The last two definitions are a combination of g-factors needed in (f) and the Landé formula with electron spin g-factor 2, which applies to levels with \(J>0\).

```lean
/-- The effective g-factor of a line between levels `(J, g1)` and `(J2, g2)`. -/
def effectiveG (J J2 g1 g2 : ℝ) : ℝ :=
  (g1 + g2) / 2 + (g1 - g2) * (J * (J + 1) - J2 * (J2 + 1)) / 4

/-- The Landé g-factor of an LS-coupled level, with electron spin g-factor 2. -/
def landeG (S L J : ℝ) : ℝ :=
  1 + (J * (J + 1) + S * (S + 1) - L * (L + 1)) / (2 * J * (J + 1))
```

## (a) Components of zero strength

Show that, for every sublevel \(M\) of level 1,
\[ w(M)=0\iff J_2<M+1 . \]

Put \(d=J-M=n-k\), and note \(J+M=k\). The strengths are \((k+1)(k+2)\), \(d(k+1)\) and \(d(d-1)\). The condition \(J_2<M+1\) reads \(d<0\), \(d<1\) and \(d<2\) respectively. The first never holds, and the first strength is positive. The others hold for \(d=0\) and for \(d\in\{0,1\}\), exactly where the strengths vanish. Lean writes \(n=k+d\) and splits off these small values of \(d\).

Restricting the sums to \(M+1\le J_2\) would be another way to model the line. It would remove only zero terms, leaving the centroid unchanged, but the range would depend on the branch.

```lean
/-- A component `M → M + 1` has zero strength exactly when `M + 1` exceeds `J2`. -/
theorem strength_eq_zero_iff (b : Branch) (n k : ℕ) (hk : k ≤ n) :
    strength b ((n : ℝ) / 2) (magnetic n k) = 0 ↔
      finalJ b ((n : ℝ) / 2) < magnetic n k + 1 := by
  obtain ⟨d, rfl⟩ := Nat.exists_eq_add_of_le hk
  have hd : (0 : ℝ) ≤ d := Nat.cast_nonneg d
  -- here `d = J - M` counts the sublevels above `M`
  cases b with
  | up =>
    have hs : strength .up (((k + d : ℕ) : ℝ) / 2) (magnetic (k + d) k)
        = ((k : ℝ) + 1) * (k + 2) := by
      simp only [strength, magnetic]; ring
    rw [hs]
    refine iff_of_false (LT.lt.ne' ?_) (not_lt.2 ?_)
    · positivity
    · simp only [finalJ, magnetic]; push_cast; linarith
  | same =>
    have hs : strength .same (((k + d : ℕ) : ℝ) / 2) (magnetic (k + d) k)
        = (d : ℝ) * (k + 1) := by
      simp only [strength, magnetic]; push_cast; ring
    have hj : finalJ .same (((k + d : ℕ) : ℝ) / 2) < magnetic (k + d) k + 1 ↔ (d : ℝ) < 1 := by
      simp only [finalJ, magnetic]; push_cast
      constructor <;> intro h <;> linarith
    rw [hs, hj]
    rcases d with _ | d
    · simp
    · have h0 : (0 : ℝ) ≤ d := Nat.cast_nonneg d
      refine iff_of_false (LT.lt.ne' ?_) (not_lt.2 ?_)
      · positivity
      · push_cast; linarith
  | down =>
    have hs : strength .down (((k + d : ℕ) : ℝ) / 2) (magnetic (k + d) k)
        = (d : ℝ) * (d - 1) := by
      simp only [strength, magnetic]; push_cast; ring
    have hj : finalJ .down (((k + d : ℕ) : ℝ) / 2) < magnetic (k + d) k + 1 ↔ (d : ℝ) < 2 := by
      simp only [finalJ, magnetic]; push_cast
      constructor <;> intro h <;> linarith
    rw [hs, hj]
    rcases d with _ | _ | d
    · norm_num
    · norm_num
    · have h0 : (0 : ℝ) ≤ d := Nat.cast_nonneg d
      refine iff_of_false (LT.lt.ne' ?_) (not_lt.2 ?_)
      · push_cast; nlinarith [mul_nonneg h0 h0]
      · push_cast; linarith
```

## (b) Sums of cubic polynomials

For \(f(k)=a+bk+ck^2+dk^3\), where \(d\) is now a coefficient, show
\[ \sum_{k=0}^{m-1}f(k)=am+b\,\tfrac{m(m-1)}2+c\,\tfrac{m(m-1)(2m-1)}6+d\left(\tfrac{m(m-1)}2\right)^2 . \]

Both sides vanish at \(m=0\). From \(m\) to \(m+1\), the four terms on the right grow by \(a\), \(bm\), \(cm^2\) and \(dm^3\), which add up to \(f(m)\). The Lean proof is the same induction, with `ring` checking the increment.

```lean
/-- The sum of a cubic polynomial over `k = 0, ..., m - 1`. -/
theorem sum_cubic (f : ℕ → ℝ) (a b c d : ℝ)
    (hf : ∀ k : ℕ, f k = a + b * k + c * (k : ℝ) ^ 2 + d * (k : ℝ) ^ 3) (m : ℕ) :
    ∑ k ∈ Finset.range m, f k = a * m + b * (m * (m - 1) / 2)
      + c * (m * (m - 1) * (2 * m - 1) / 6) + d * (m * (m - 1) / 2) ^ 2 := by
  induction m with
  | zero => simp
  | succ m ih => rw [Finset.sum_range_succ, ih, hf]; push_cast; ring
```

## (c) Total strengths

Show that \(W=\sum_M w(M)\) is, for `up`, `same` and `down`,
\[ \tfrac{(n+1)(n+2)(n+3)}3,\qquad \tfrac{n(n+1)(n+2)}6,\qquad \tfrac{(n-1)n(n+1)}3 . \]

In terms of \(k\), the strengths are
\[ 2+3k+k^2,\qquad n+(n-1)k-k^2,\qquad n(n-1)+(1-2n)k+k^2 . \]
Part (b) with \(m=n+1\) gives
\[ \begin{aligned}
W_{\rm up}&=(n+1)\left[2+\tfrac{3n}2+\tfrac{n(2n+1)}6\right],\\
W_{\rm same}&=n(n+1)\left[1+\tfrac{n-1}2-\tfrac{2n+1}6\right],\\
W_{\rm down}&=n(n+1)\left[n-1+\tfrac{1-2n}2+\tfrac{2n+1}6\right].
\end{aligned} \]
The brackets are \(\tfrac{(n+2)(n+3)}3\), \(\tfrac{n+2}6\) and \(\tfrac{n-1}3\). Lean receives the same coefficients through `sum_cubic`.

```lean
/-- The total strength of the components `M → M + 1` for each of the three values of `J2`,
in terms of `n = 2J`. -/
theorem total_strength (n : ℕ) :
    (∑ k ∈ Finset.range (n + 1), strength .up ((n : ℝ) / 2) (magnetic n k)
      = ((n : ℝ) + 1) * (n + 2) * (n + 3) / 3) ∧
    (∑ k ∈ Finset.range (n + 1), strength .same ((n : ℝ) / 2) (magnetic n k)
      = (n : ℝ) * (n + 1) * (n + 2) / 6) ∧
    (∑ k ∈ Finset.range (n + 1), strength .down ((n : ℝ) / 2) (magnetic n k)
      = ((n : ℝ) - 1) * n * (n + 1) / 3) := by
  refine ⟨?_, ?_, ?_⟩
  · refine (sum_cubic _ 2 3 1 0 (fun k => ?_) (n + 1)).trans ?_
    · simp only [strength, magnetic]; ring
    · push_cast; ring
  · refine (sum_cubic _ n (n - 1) (-1) 0 (fun k => ?_) (n + 1)).trans ?_
    · simp only [strength, magnetic]; ring
    · push_cast; ring
  · refine (sum_cubic _ (n * (n - 1)) (1 - 2 * n) 1 0 (fun k => ?_) (n + 1)).trans ?_
    · simp only [strength, magnetic]; ring
    · push_cast; ring
```

## (d) Positivity

Show that \(W>0\) when \(n\) is at least 0, 1 or 2 for the respective branches.

Under these bounds every factor in (c) is positive.

```lean
/-- The total strength is positive when `2J` reaches its least allowed value. -/
theorem total_strength_pos (b : Branch) (n : ℕ) (h : minTwoJ b ≤ n) :
    0 < ∑ k ∈ Finset.range (n + 1), strength b ((n : ℝ) / 2) (magnetic n k) := by
  cases b with
  | up => rw [(total_strength n).1]; positivity
  | same =>
    have h1 : (1 : ℝ) ≤ n := by exact_mod_cast h
    have h0 : (0 : ℝ) < n := by linarith
    rw [(total_strength n).2.1]; positivity
  | down =>
    have h2 : (2 : ℝ) ≤ n := by exact_mod_cast h
    have h1 : (0 : ℝ) < (n : ℝ) - 1 := by linarith
    have h0 : (0 : ℝ) < n := by linarith
    rw [(total_strength n).2.2]
    exact div_pos (mul_pos (mul_pos h1 h0) (by positivity)) (by norm_num)
```

## (e) The weighted sum of \(M\)

With \(\Delta=J(J+1)-J_2(J_2+1)\), show
\[ \sum_M w(M)\,M=\left(-\tfrac12-\tfrac{\Delta}4\right)W . \]

Multiplying the strengths in (c) by \(k-n/2\) gives the cubics
\[ \begin{aligned}
\text{up: }&-n+\left(2-\tfrac{3n}2\right)k+\left(3-\tfrac n2\right)k^2+k^3,\\
\text{same: }&-\tfrac{n^2}2+\left(\tfrac{3n}2-\tfrac{n^2}2\right)k+\left(\tfrac{3n}2-1\right)k^2-k^3,\\
\text{down: }&-\tfrac{n^2(n-1)}2+\left(2n^2-\tfrac{3n}2\right)k+\left(1-\tfrac{5n}2\right)k^2+k^3.
\end{aligned} \]
By (b) with \(m=n+1\), their sums are
\[ \tfrac{n(n+1)(n+2)(n+3)}{12},\quad -\tfrac{n(n+1)(n+2)}{12},\quad -\tfrac{(n-1)n(n+1)(n+2)}{12}, \]
that is, \(\tfrac n4W\), \(-\tfrac12W\) and \(-\tfrac{n+2}4W\). Since \(\Delta=-2(J+1)\), \(0\) and \(2J\), the prefactor \(-\tfrac12-\tfrac\Delta4\) is \(\tfrac J2\), \(-\tfrac12\) and \(-\tfrac{J+1}2\), which agrees.

```lean
/-- The strength-weighted sum of `M` is the total strength times
`-1/2 - (J(J+1) - J2(J2+1))/4`. -/
theorem weighted_magnetic (b : Branch) (n : ℕ) :
    ∑ k ∈ Finset.range (n + 1), strength b ((n : ℝ) / 2) (magnetic n k) * magnetic n k
      = (-1 / 2 - ((n : ℝ) / 2 * ((n : ℝ) / 2 + 1)
          - finalJ b ((n : ℝ) / 2) * (finalJ b ((n : ℝ) / 2) + 1)) / 4) *
        ∑ k ∈ Finset.range (n + 1), strength b ((n : ℝ) / 2) (magnetic n k) := by
  cases b with
  | up =>
    rw [(total_strength n).1]
    refine (sum_cubic _ (-n) (2 - 3 * n / 2) (3 - n / 2) 1 (fun k => ?_) (n + 1)).trans ?_
    · simp only [strength, magnetic]; ring
    · simp only [finalJ]; push_cast; ring
  | same =>
    rw [(total_strength n).2.1]
    refine (sum_cubic _ (-(n : ℝ) ^ 2 / 2) (3 * n / 2 - (n : ℝ) ^ 2 / 2) (3 * n / 2 - 1) (-1)
      (fun k => ?_) (n + 1)).trans ?_
    · simp only [strength, magnetic]; ring
    · simp only [finalJ]; push_cast; ring
  | down =>
    rw [(total_strength n).2.2]
    refine (sum_cubic _ (-(n : ℝ) ^ 2 * (n - 1) / 2) (2 * (n : ℝ) ^ 2 - 3 * n / 2)
      (1 - 5 * n / 2) 1 (fun k => ?_) (n + 1)).trans ?_
    · simp only [strength, magnetic]; ring
    · simp only [finalJ]; push_cast; ring
```

## (f) The centroid

For every \(n\) allowed by (d), show
\[ C_+=\frac{g_1+g_2}2+\frac{(g_1-g_2)\,\Delta}4 . \]

The shift is \(g_2+(g_2-g_1)M\). Since \(W>0\), dividing (e) by \(W\) gives the mean of \(M\), so
\[ C_+=g_2+(g_2-g_1)\left(-\tfrac12-\tfrac\Delta4\right), \]
which rearranges to the target. In Lean, `div_eq_iff` clears the denominator using (d), and `hsplit` separates the two parts of the shift.

A slip to avoid in the statement is omitting `minTwoJ b ≤ n`. For \(J=J_2=0\) Lean evaluates the quotient \(0/0\) as 0, while the right side is \((g_1+g_2)/2\).

```lean
/-- The centroid of the Zeeman components `M → M + 1` is
`(g1 + g2)/2 + (g1 - g2)(J(J+1) - J2(J2+1))/4`, for every allowed `J = n/2` and `J2`. -/
theorem centroidPlus_eq (b : Branch) (n : ℕ) (h : minTwoJ b ≤ n) (g1 g2 : ℝ) :
    centroidPlus b n g1 g2 = effectiveG ((n : ℝ) / 2) (finalJ b ((n : ℝ) / 2)) g1 g2 := by
  unfold centroidPlus
  rw [div_eq_iff (total_strength_pos b n h).ne']
  -- the shift is `g2 + (g2 - g1) M`, so only the mean of `M` is needed
  have hsplit : ∑ k ∈ Finset.range (n + 1), strength b ((n : ℝ) / 2) (magnetic n k) *
        (g2 * (magnetic n k + 1) - g1 * magnetic n k)
      = g2 * ∑ k ∈ Finset.range (n + 1), strength b ((n : ℝ) / 2) (magnetic n k)
        + (g2 - g1) * ∑ k ∈ Finset.range (n + 1),
            strength b ((n : ℝ) / 2) (magnetic n k) * magnetic n k := by
    rw [Finset.mul_sum, Finset.mul_sum, ← Finset.sum_add_distrib]
    exact Finset.sum_congr rfl (fun k _ => by ring)
  rw [hsplit, weighted_magnetic]
  unfold effectiveG
  ring
```

## (g) Reversing the sublevels

For any real function \(F\), show
\[ \sum_M F(-M)=\sum_M F(M) . \]

Replacing \(k\) by \(n-k\) turns \(M\) into \(-M\) and only reorders the sum. `Finset.sum_range_reflect` does this.

```lean
/-- A sum over all sublevels is unchanged when every `M` is replaced by `-M`. -/
theorem sum_reverse (n : ℕ) (F : ℝ → ℝ) :
    ∑ k ∈ Finset.range (n + 1), F (-magnetic n k)
      = ∑ k ∈ Finset.range (n + 1), F (magnetic n k) := by
  refine Eq.trans ?_ (Finset.sum_range_reflect (fun k => F (magnetic n k)) (n + 1))
  refine Finset.sum_congr rfl (fun k hk => ?_)
  have hk' : k ≤ n := Nat.lt_succ_iff.mp (Finset.mem_range.mp hk)
  have e : magnetic n (n + 1 - 1 - k) = -magnetic n k := by
    rw [Nat.add_sub_cancel]
    unfold magnetic
    rw [Nat.cast_sub hk']
    ring
  show F (-magnetic n k) = F (magnetic n (n + 1 - 1 - k))
  rw [e]
```

## (h) The components \(M\to M-1\)

Show that
\[ C_-=-C_+ . \]

The shift satisfies
\[ g_2(M-1)-g_1M=-\left[g_2(-M+1)-g_1(-M)\right]. \]
By (g), the numerator changes sign and the denominator stays the same. In the linear weak-field regime with equal populations, the two centroids therefore lie \(2|C_+|\) apart in the chosen units, which relates a measured splitting to the field when \(C_+\ne 0\).

```lean
/-- The components `M → M - 1` have the opposite centroid to the components `M → M + 1`. -/
theorem centroidMinus_eq_neg (b : Branch) (n : ℕ) (g1 g2 : ℝ) :
    centroidMinus b n g1 g2 = -centroidPlus b n g1 g2 := by
  have h1 := sum_reverse n (fun x => strength b ((n : ℝ) / 2) x)
  have h2 := sum_reverse n (fun x => strength b ((n : ℝ) / 2) x * (g2 * (x + 1) - g1 * x))
  have h3 : ∑ k ∈ Finset.range (n + 1), strength b ((n : ℝ) / 2) (-magnetic n k) *
        (g2 * (magnetic n k - 1) - g1 * magnetic n k)
      = -∑ k ∈ Finset.range (n + 1), strength b ((n : ℝ) / 2) (magnetic n k) *
        (g2 * (magnetic n k + 1) - g1 * magnetic n k) := by
    rw [← h2, ← Finset.sum_neg_distrib]
    exact Finset.sum_congr rfl (fun k _ => by ring)
  unfold centroidMinus centroidPlus
  rw [h3, h1, neg_div]
```

## (i) A \({}^5P_1\) level and \(J_2=0\)

With \(S=2\) and \(L=J=1\) for level 1, show that for every \(g_2\)
\[ C_+=\tfrac52 . \]

The Landé formula gives \(g_1=1+(2+6-2)/4=\tfrac52\). With \(\Delta=2\), part (f) gives \(C_+=\tfrac{g_1+g_2}2+\tfrac{g_1-g_2}2=g_1\). Indeed, only \(M=-1\to0\) has nonzero strength, and its shift is \(g_1\). Lean applies (f) at `n = 2` and simplifies.

```lean
/-- For a 5P1 level (`S = 2`, `L = 1`, `J = 1`) and a second level with `J2 = 0`, the centroid
is `5/2` for every value of `g2`. -/
theorem quintet_P_one_to_zero (g2 : ℝ) :
    centroidPlus .down 2 (landeG 2 1 1) g2 = 5 / 2 := by
  rw [centroidPlus_eq .down 2 (le_refl 2)]
  simp only [effectiveG, finalJ, landeG]
  push_cast
  ring

end

end ZeemanCentroid
```

```lean
#print axioms ZeemanCentroid.strength_eq_zero_iff
#print axioms ZeemanCentroid.centroidPlus_eq
#print axioms ZeemanCentroid.centroidMinus_eq_neg
#print axioms ZeemanCentroid.quintet_P_one_to_zero
```

```
'ZeemanCentroid.strength_eq_zero_iff' depends on axioms: [propext, Classical.choice, Quot.sound]
'ZeemanCentroid.centroidPlus_eq' depends on axioms: [propext, Classical.choice, Quot.sound]
'ZeemanCentroid.centroidMinus_eq_neg' depends on axioms: [propext, Classical.choice, Quot.sound]
'ZeemanCentroid.quintet_P_one_to_zero' depends on axioms: [propext, Classical.choice, Quot.sound]
```
